# The collective fermion pair: $[B,B^*]=1-N/\Omega$ and $[N,B^*]=2B^*$

## Physical setting

Fermions occupy one degenerate level made of $\Omega$ pairs of partner modes $a_k,b_k$ (opposite momentum and spin, say), and an attraction of constant strength scatters a pair from any $k$ to any $l$. The interaction involves only the coherent sum of the pair operators. This sum is even in fermion operators, which raises the question of how far it acts like a boson. In this simplified one-level, constant-coupling pairing model the answer is an exact operator identity, which measures the error of treating a Cooper-type pair as a boson. The full seniority solution also classifies all eigenstates and their degeneracies; here only the algebra and one ladder of eigenvalue equations are proved.

## Statement

Let $c_i$ run over all $2\Omega$ modes, with $\{c_i,c_j\}=0$ and $\{c_i,c_j^*\}=\delta_{ij}$. Put $N=\sum_i c_i^*c_i$, $P_k=b_ka_k$, $B=\Omega^{-1/2}\sum_kP_k$ and $H=-G\Omega B^*B$. For $\Omega>0$, `collective_pair_algebra` states
$$[B,B^*]=1-N/\Omega,\qquad [N,B^*]=2B^*.$$
Further theorems give $[N,B]=-2B$, $[[B,B^*],B^*]=-(2/\Omega)B^*$, the equivalence $[B,B^*]\psi=\psi\Leftrightarrow N\psi=0$, and $[B,B^*]\neq1$ when $1\neq0$. If $B\psi=0$ and $N\psi=s\psi$, then $\phi_m=B^{*m}\psi$ obeys
$$N\phi_m=(s+2m)\phi_m,\qquad H\phi_m=-Gm(\Omega-s-m+1)\phi_m.$$

## Derivation

Since $P_l^*=a_l^*b_l^*$, insert $a_ka_l^*=\delta_{kl}-a_l^*a_k$, then use $b_ka_l^*=-a_l^*b_k$ and $a_kb_l^*=-b_l^*a_k$, then $b_kb_l^*=\delta_{kl}-b_l^*b_k$:
$$b_ka_ka_l^*b_l^*=\delta_{kl}b_kb_l^*-a_l^*b_kb_l^*a_k=\delta_{kl}(b_kb_l^*-a_l^*a_k)+a_l^*b_l^*b_ka_k.$$
The last term is $P_l^*P_k$, so $[P_k,P_l^*]=\delta_{kl}(1-a_k^*a_k-b_k^*b_k)$. The sum over $k,l$ is $\Omega-N$, and the two factors $\Omega^{-1/2}$ turn it into $1-N/\Omega$.

Next, $[c_i^*c_i,c_j^*]=c_i^*\{c_i,c_j^*\}-\{c_i^*,c_j^*\}c_i=\delta_{ij}c_j^*$, so $[N,c_j^*]=c_j^*$. The Leibniz rule gives $[N,a_k^*b_k^*]=2a_k^*b_k^*$, and summing gives $[N,B^*]=2B^*$. Its adjoint, with $N^*=N$, is $[N,B]=-2B$, and $[1-N/\Omega,B^*]=-(2/\Omega)B^*$.

On a state, $[B,B^*]\psi-\psi=-N\psi/\Omega$, which proves the equivalence. If $[B,B^*]=1$, then $N=0$, so $2B^*=0$, so $[B,B^*]=0$ and $1=0$.

For the ladder write $D=B^*$, so that $ND=D(N+2)$. The claim
$$[B,D^{m+1}]=(m+1)D^m\bigl(1-(N+m)/\Omega\bigr)$$
is the first relation at $m=0$, and the step is
$$[B,D^{m+1}]D+D^{m+1}[B,D]=D^{m+1}\Bigl[(m+1)\Bigl(1-\tfrac{N+m+2}{\Omega}\Bigr)+1-\tfrac N\Omega\Bigr]=(m+2)D^{m+1}\Bigl(1-\tfrac{N+m+1}{\Omega}\Bigr).$$
Acting on $\psi$ gives $B\phi_m=m\bigl(1-(s+m-1)/\Omega\bigr)\phi_{m-1}$ for $m\ge1$, and multiplying by $-G\Omega D$ gives the energy; $H\phi_0=0$ follows from $B\psi=0$. Iterating $ND=D(N+2)$ gives $ND^m=D^m(N+2m)$ and the particle number.

## What the formal version assumes

Operators live in a real algebra `A` with an involution `star` that passes through real scalars; complex operator algebras qualify. The modes are `c : ι ⊕ ι → A` with $a_k$ = `c (inl k)`, $b_k$ = `c (inr k)`, and $\Omega$ = `Fintype.card ι` finite. The anticommutation relations `IsCAR c` are assumed. The order $b_ka_k$ in `pair` fixes the sign of $B$, and `pairingHamiltonian` contains no single-particle energies; $G>0$ is attraction, though `G` is any real.

States lie in any `A`-module `V`. There is no inner product, hence no norm, expectation value or ground-state claim. In `seniority_ladder`, `s` is an arbitrary real number, read physically as the seniority, the number of fermions outside the collective pairs created by $B^*$. These fermions can still fill partner modes: for $\Omega=2$ and the empty state $|0\rangle$, the state $(P_1^*-P_2^*)|0\rangle$ is annihilated by $B$ and has $s=2$. The theorem does not say $\phi_m\neq0$; as a remark by hand, not a theorem of the file, $\Omega=1$ has $B^{*2}=(a^*b^*)^2=0$.

The hypothesis `hΩ` is needed for the first relation: with no modes $B=N=0$ and it would read $0=1$. The theorems `number_comm_collective_star`, `number_comm_collective` and `collective_not_boson` do without it. Dropping `hB` breaks the energy formula: for $\Omega=1$ and $G\neq0$ the filled state has $H\psi=-G\psi$, whereas $m=0$ predicts zero.

## The file

In Lean 4 with Mathlib:

```lean
import Mathlib

open Sum (inl inr)

namespace SeniorityPair

noncomputable section

variable {A : Type*} [Ring A] [StarRing A] {ι κ : Type*}

/-- The commutator `[x, y] = x y - y x` of two operators. -/
def opComm {R : Type*} [Ring R] (x y : R) : R := x * y - y * x

/-- Canonical anticommutation relations for a family of annihilation operators `c i`,
with creation operators `star (c i)`. -/
structure IsCAR [DecidableEq κ] (c : κ → A) : Prop where
  anti : ∀ i j, c i * c j + c j * c i = 0
  anti_star : ∀ i j, c i * star (c j) + star (c j) * c i = if i = j then 1 else 0

/-- The total number operator `N = ∑ c_i* c_i`. -/
def number [Fintype κ] (c : κ → A) : A := ∑ i, star (c i) * c i

/-- The pair annihilator `b_k a_k`, with `a_k = c (inl k)` and `b_k = c (inr k)`. -/
def pair {R : Type*} [Ring R] (c : ι ⊕ ι → R) (k : ι) : R := c (inr k) * c (inl k)

/-- Pair operators obey `[P_k, P_l*] = δ_kl (1 - a_k* a_k - b_k* b_k)`. -/
theorem pair_comm [DecidableEq ι] {c : ι ⊕ ι → A} (h : IsCAR c) (k l : ι) :
    opComm (pair c k) (star (pair c l)) =
      if k = l then 1 - star (c (inl k)) * c (inl k) - star (c (inr k)) * c (inr k) else 0 := by
  -- normal ordering of b a a' b', with d the Kronecker delta
  have key : ∀ a b a' b' d : A, a * a' + a' * a = d → b * b' + b' * b = d →
      a * b' + b' * a = 0 → b * a' + a' * b = 0 →
      b * a * (a' * b') - a' * b' * (b * a) = b * d * b' - a' * d * a := by
    intro a b a' b' d h1 h2 h3 h4
    have e1 : a * a' = d - a' * a := eq_sub_of_add_eq h1
    have e2 : b * b' = d - b' * b := eq_sub_of_add_eq h2
    have e3 : a * b' = -(b' * a) := eq_neg_of_add_eq_zero_left h3
    have e4 : b * a' = -(a' * b) := eq_neg_of_add_eq_zero_left h4
    calc b * a * (a' * b') - a' * b' * (b * a)
        = b * (a * a') * b' - a' * b' * (b * a) := by noncomm_ring
      _ = b * d * b' - (b * a') * (a * b') - a' * b' * (b * a) := by
          rw [e1]; noncomm_ring
      _ = b * d * b' - a' * (b * b') * a - a' * b' * (b * a) := by
          rw [e3, e4]; noncomm_ring
      _ = b * d * b' - a' * d * a := by
          rw [e2]; noncomm_ring
  have hab : c (inl k) * star (c (inr l)) + star (c (inr l)) * c (inl k) = 0 := by
    simpa using h.anti_star (inl k) (inr l)
  have hba : c (inr k) * star (c (inl l)) + star (c (inl l)) * c (inr k) = 0 := by
    simpa using h.anti_star (inr k) (inl l)
  unfold opComm pair
  by_cases hkl : k = l
  · subst hkl
    have haa : c (inl k) * star (c (inl k)) + star (c (inl k)) * c (inl k) = 1 := by
      simpa using h.anti_star (inl k) (inl k)
    have hbb : c (inr k) * star (c (inr k)) + star (c (inr k)) * c (inr k) = 1 := by
      simpa using h.anti_star (inr k) (inr k)
    rw [star_mul, key _ _ _ _ 1 haa hbb hab hba, if_pos rfl, mul_one, mul_one,
      eq_sub_of_add_eq hbb]
    abel
  · have haa : c (inl k) * star (c (inl l)) + star (c (inl l)) * c (inl k) = 0 := by
      simpa [hkl] using h.anti_star (inl k) (inl l)
    have hbb : c (inr k) * star (c (inr l)) + star (c (inr l)) * c (inr k) = 0 := by
      simpa [hkl] using h.anti_star (inr k) (inr l)
    rw [star_mul, key _ _ _ _ 0 haa hbb hab hba, if_neg hkl]
    simp

/-- The number operator and a creation operator obey `[N, c_j*] = c_j*`. -/
theorem number_comm_creation [Fintype κ] [DecidableEq κ] {c : κ → A} (h : IsCAR c) (j : κ) :
    opComm (number c) (star (c j)) = star (c j) := by
  -- creation operators anticommute
  have hs : ∀ i, star (c i) * star (c j) + star (c j) * star (c i) = 0 := by
    intro i
    have hst := congrArg star (h.anti j i)
    simp only [star_add, star_mul, star_zero] at hst
    exact hst
  have hterm : ∀ i, star (c i) * c i * star (c j) - star (c j) * (star (c i) * c i) =
      if i = j then star (c j) else 0 := by
    intro i
    calc star (c i) * c i * star (c j) - star (c j) * (star (c i) * c i)
        = star (c i) * (c i * star (c j) + star (c j) * c i)
          - (star (c i) * star (c j) + star (c j) * star (c i)) * c i := by noncomm_ring
      _ = if i = j then star (c j) else 0 := by
          rw [h.anti_star i j, hs i]
          split_ifs with hij
          · simp [hij]
          · simp
  unfold opComm number
  rw [Finset.sum_mul, Finset.mul_sum, ← Finset.sum_sub_distrib]
  simp only [hterm]
  simp

variable [Algebra ℝ A] [StarModule ℝ A] [Fintype ι]

/-- The collective pair annihilator `B = Ω^(-1/2) ∑ b_k a_k`, with `Ω` the number of pairs. -/
def collective {R : Type*} [Ring R] [Algebra ℝ R] (c : ι ⊕ ι → R) : R :=
  (Real.sqrt (Fintype.card ι : ℝ))⁻¹ • ∑ k, pair c k

/-- The pairing Hamiltonian `H = -G Ω B* B` with coupling strength `G`. -/
def pairingHamiltonian (G : ℝ) (c : ι ⊕ ι → A) : A :=
  (-(G * (Fintype.card ι : ℝ))) • (star (collective c) * collective c)

/-- The adjoint of the collective pair is `B* = Ω^(-1/2) ∑ (b_k a_k)*`. -/
theorem star_collective (c : ι ⊕ ι → A) :
    star (collective c) = (Real.sqrt (Fintype.card ι : ℝ))⁻¹ • ∑ k, star (pair c k) := by
  unfold collective
  simp only [star_smul, star_sum, star_trivial]

variable [DecidableEq ι] {c : ι ⊕ ι → A}

/-- The number operator and the collective pair creator obey `[N, B*] = 2 B*`. -/
theorem number_comm_collective_star (h : IsCAR c) :
    opComm (number c) (star (collective c)) = (2 : ℝ) • star (collective c) := by
  -- Leibniz rule on each pair a_k* b_k*
  have hp : ∀ k, number c * star (pair c k) - star (pair c k) * number c =
      (2 : ℝ) • star (pair c k) := by
    intro k
    have h1 := number_comm_creation h (inl k)
    have h2 := number_comm_creation h (inr k)
    unfold opComm at h1 h2
    unfold pair
    rw [star_mul]
    calc number c * (star (c (inl k)) * star (c (inr k)))
          - star (c (inl k)) * star (c (inr k)) * number c
        = (number c * star (c (inl k)) - star (c (inl k)) * number c) * star (c (inr k))
          + star (c (inl k)) * (number c * star (c (inr k)) - star (c (inr k)) * number c) := by
          noncomm_ring
      _ = (2 : ℝ) • (star (c (inl k)) * star (c (inr k))) := by
          rw [h1, h2, two_smul]
  rw [star_collective c]
  unfold opComm
  rw [mul_smul_comm, smul_mul_assoc, ← smul_sub, Finset.mul_sum, Finset.sum_mul,
    ← Finset.sum_sub_distrib]
  simp only [hp]
  rw [← Finset.smul_sum]
  exact smul_comm _ _ _

/-- For `Ω > 0` pairs of fermionic modes the collective pair obeys `[B, B*] = 1 - N / Ω`
and `[N, B*] = 2 B*`. -/
theorem collective_pair_algebra (h : IsCAR c) (hΩ : 0 < Fintype.card ι) :
    opComm (collective c) (star (collective c)) = 1 - (Fintype.card ι : ℝ)⁻¹ • number c ∧
      opComm (number c) (star (collective c)) = (2 : ℝ) • star (collective c) := by
  refine ⟨?_, number_comm_collective_star h⟩
  have hne : (Fintype.card ι : ℝ) ≠ 0 := Nat.cast_ne_zero.mpr hΩ.ne'
  have hr : (Real.sqrt (Fintype.card ι : ℝ))⁻¹ * (Real.sqrt (Fintype.card ι : ℝ))⁻¹ =
      (Fintype.card ι : ℝ)⁻¹ := by
    rw [← mul_inv, Real.mul_self_sqrt (Nat.cast_nonneg _)]
  -- only the diagonal pair commutators survive, and they add up to Ω - N
  have hsum : (∑ k, pair c k) * (∑ l, star (pair c l)) -
      (∑ l, star (pair c l)) * (∑ k, pair c k) = (Fintype.card ι : ℝ) • (1 : A) - number c := by
    calc (∑ k, pair c k) * (∑ l, star (pair c l)) - (∑ l, star (pair c l)) * (∑ k, pair c k)
        = ∑ k, ∑ l, opComm (pair c k) (star (pair c l)) := by
          simp only [opComm, Finset.sum_sub_distrib, ← Finset.mul_sum, ← Finset.sum_mul]
      _ = ∑ k, (1 - star (c (inl k)) * c (inl k) - star (c (inr k)) * c (inr k)) := by
          refine Finset.sum_congr rfl fun k _ => ?_
          simp only [pair_comm h, Finset.sum_ite_eq, Finset.mem_univ, if_true]
      _ = (Fintype.card ι : ℝ) • (1 : A) - number c := by
          unfold number
          rw [Fintype.sum_sum_type]
          simp only [Finset.sum_sub_distrib, Finset.sum_const, Finset.card_univ,
            Nat.cast_smul_eq_nsmul]
          abel
  rw [star_collective c]
  unfold opComm collective
  simp only [smul_mul_assoc, mul_smul_comm, smul_smul]
  rw [← smul_sub, hsum, hr, smul_sub, smul_smul, inv_mul_cancel₀ hne, one_smul]

/-- The number operator and the collective pair annihilator obey `[N, B] = -2 B`. -/
theorem number_comm_collective (h : IsCAR c) :
    opComm (number c) (collective c) = (-2 : ℝ) • collective c := by
  have hN : star (number c) = number c := by
    unfold number
    simp only [star_sum, star_mul, star_star]
  -- adjoint of [N, B*] = 2 B*
  have hst := congrArg star (number_comm_collective_star h)
  simp only [opComm, star_sub, star_mul, star_star, hN, star_smul, star_trivial] at hst
  unfold opComm
  rw [neg_smul, ← hst, neg_sub]

/-- The double commutator is `[[B, B*], B*] = -(2 / Ω) B*`. -/
theorem double_comm (h : IsCAR c) (hΩ : 0 < Fintype.card ι) :
    opComm (opComm (collective c) (star (collective c))) (star (collective c)) =
      (-(2 / (Fintype.card ι : ℝ))) • star (collective c) := by
  have h4 := number_comm_collective_star h
  rw [(collective_pair_algebra h hΩ).1]
  unfold opComm at h4 ⊢
  calc (1 - (Fintype.card ι : ℝ)⁻¹ • number c) * star (collective c)
        - star (collective c) * (1 - (Fintype.card ι : ℝ)⁻¹ • number c)
      = (-(Fintype.card ι : ℝ)⁻¹) •
          (number c * star (collective c) - star (collective c) * number c) := by
        simp only [sub_mul, mul_sub, one_mul, mul_one, smul_mul_assoc, mul_smul_comm]
        module
    _ = (-(2 / (Fintype.card ι : ℝ))) • star (collective c) := by
        rw [h4, smul_smul]
        congr 1
        ring

/-- The commutator with a power of the pair creator is
`[B, B*^(m+1)] = (m+1) B*^m (1 - (N + m) / Ω)`. -/
theorem collective_comm_pow (h : IsCAR c) (hΩ : 0 < Fintype.card ι) (m : ℕ) :
    opComm (collective c) (star (collective c) ^ (m + 1)) =
      ((m : ℝ) + 1) • (star (collective c) ^ m *
        (1 - (Fintype.card ι : ℝ)⁻¹ • (number c + (m : ℝ) • (1 : A)))) := by
  have key : ∀ (B D N : A) (w : ℝ), B * D - D * B = 1 - w • N →
      N * D = D * N + (2 : ℝ) • D → ∀ n : ℕ,
      B * D ^ (n + 1) - D ^ (n + 1) * B =
        ((n : ℝ) + 1) • (D ^ n * (1 - w • (N + (n : ℝ) • (1 : A)))) := by
    intro B D N w h1 h2 n
    induction n with
    | zero => simp [h1]
    | succ n ih =>
      -- Leibniz rule, then move N through the last factor D
      calc B * D ^ (n + 1 + 1) - D ^ (n + 1 + 1) * B
          = (B * D ^ (n + 1) - D ^ (n + 1) * B) * D + D ^ (n + 1) * (B * D - D * B) := by
            rw [pow_succ D (n + 1)]
            simp only [sub_mul, mul_sub, mul_assoc]
            abel
        _ = _ := by
            rw [ih, h1, pow_succ D n]
            simp only [smul_mul_assoc, mul_assoc, sub_mul, mul_sub, mul_one, h2,
              mul_add, add_mul, mul_smul_comm]
            push_cast
            module
  exact key _ _ _ _ (collective_pair_algebra h hΩ).1
    (sub_eq_iff_eq_add'.mp (number_comm_collective_star h)) m

variable {V : Type*} [AddCommGroup V] [Module ℝ V] [Module A V] [IsScalarTower ℝ A V]

/-- The bosonic relation `[B, B*] ψ = ψ` holds on a state `ψ` exactly when `N ψ = 0`. -/
theorem boson_on_state_iff (h : IsCAR c) (hΩ : 0 < Fintype.card ι) (ψ : V) :
    opComm (collective c) (star (collective c)) • ψ = ψ ↔ number c • ψ = 0 := by
  have hne : (Fintype.card ι : ℝ) ≠ 0 := Nat.cast_ne_zero.mpr hΩ.ne'
  rw [(collective_pair_algebra h hΩ).1, sub_smul, one_smul, smul_assoc, sub_eq_self]
  constructor
  · intro h0
    calc number c • ψ
        = (Fintype.card ι : ℝ) • ((Fintype.card ι : ℝ)⁻¹ • number c • ψ) := by
          rw [smul_smul, mul_inv_cancel₀ hne, one_smul]
      _ = 0 := by rw [h0, smul_zero]
  · intro h0
    rw [h0, smul_zero]

/-- In a nontrivial operator algebra `[B, B*] ≠ 1`. -/
theorem collective_not_boson [Nontrivial A] (h : IsCAR c) :
    opComm (collective c) (star (collective c)) ≠ 1 := by
  intro hb
  rcases Nat.eq_zero_or_pos (Fintype.card ι) with h0 | hΩ
  · have : IsEmpty ι := Fintype.card_eq_zero_iff.mp h0
    simp [opComm, collective] at hb
  · -- the bosonic relation forces N = 0, hence B* = 0
    have hN : number c = 0 := by
      simpa using (boson_on_state_iff h hΩ (1 : A)).mp (by rw [hb, one_smul])
    have h4 : (2 : ℝ) • star (collective c) = 0 := by
      rw [← number_comm_collective_star h, hN]
      simp [opComm]
    have hD : star (collective c) = 0 := by
      calc star (collective c) = (2 : ℝ)⁻¹ • ((2 : ℝ) • star (collective c)) := by
            rw [smul_smul, inv_mul_cancel₀ two_ne_zero, one_smul]
        _ = 0 := by rw [h4, smul_zero]
    rw [hD] at hb
    simp [opComm] at hb

/-- If `B ψ = 0` and `N ψ = s ψ`, then `φ = B*^m ψ` satisfies `N φ = (s + 2 m) φ` and
`H φ = -G m (Ω - s - m + 1) φ`. -/
theorem seniority_ladder (h : IsCAR c) (hΩ : 0 < Fintype.card ι) (G s : ℝ) (ψ : V)
    (hB : collective c • ψ = 0) (hN : number c • ψ = s • ψ) (m : ℕ) :
    number c • (star (collective c) ^ m • ψ) =
        (s + 2 * (m : ℝ)) • (star (collective c) ^ m • ψ) ∧
      pairingHamiltonian G c • (star (collective c) ^ m • ψ) =
        (-(G * (m : ℝ) * ((Fintype.card ι : ℝ) - s - (m : ℝ) + 1))) •
          (star (collective c) ^ m • ψ) := by
  have hne : (Fintype.card ι : ℝ) ≠ 0 := Nat.cast_ne_zero.mpr hΩ.ne'
  have sw : ∀ (x : A) (r : ℝ) (v : V), x • r • v = r • x • v := by
    intro x r v
    calc x • r • v = (x * (r • (1 : A))) • v := by rw [mul_smul, smul_assoc, one_smul]
      _ = r • x • v := by rw [mul_smul_comm, mul_one, smul_assoc]
  have h2 : number c * star (collective c) =
      star (collective c) * number c + (2 : ℝ) • star (collective c) :=
    sub_eq_iff_eq_add'.mp (number_comm_collective_star h)
  constructor
  · -- each factor B* shifts N by two
    have hpow : ∀ n : ℕ, number c * star (collective c) ^ n =
        star (collective c) ^ n * number c + (2 * (n : ℝ)) • star (collective c) ^ n := by
      intro n
      induction n with
      | zero => simp
      | succ n ih =>
        rw [pow_succ, ← mul_assoc, ih]
        simp only [add_mul, mul_assoc, h2, mul_add, smul_mul_assoc, mul_smul_comm]
        push_cast
        module
    rw [← mul_smul (number c), hpow, add_smul, mul_smul (star (collective c) ^ m), hN, sw,
      smul_assoc, add_smul]
  · cases m with
    | zero => simp [pairingHamiltonian, smul_assoc, mul_smul, hB]
    | succ m =>
      have hl : collective c * star (collective c) ^ (m + 1) =
          star (collective c) ^ (m + 1) * collective c +
            ((m : ℝ) + 1) • (star (collective c) ^ m *
              (1 - (Fintype.card ι : ℝ)⁻¹ • (number c + (m : ℝ) • (1 : A)))) :=
        sub_eq_iff_eq_add'.mp (collective_comm_pow h hΩ m)
      -- B steps one rung down the ladder
      have hB1 : collective c • star (collective c) ^ (m + 1) • ψ =
          (((m : ℝ) + 1) * (1 - (Fintype.card ι : ℝ)⁻¹ * (s + (m : ℝ)))) •
            star (collective c) ^ m • ψ := by
        rw [← mul_smul (collective c), hl]
        simp only [add_smul, mul_smul, hB, smul_zero, zero_add, smul_assoc, sub_smul, one_smul,
          hN, smul_sub, smul_add, sw]
        generalize star (collective c) ^ m • ψ = φ
        module
      have e : (Fintype.card ι : ℝ) * (Fintype.card ι : ℝ)⁻¹ = 1 := mul_inv_cancel₀ hne
      unfold pairingHamiltonian
      rw [smul_assoc, mul_smul (star (collective c)) (collective c), hB1, sw,
        ← mul_smul (star (collective c)), ← pow_succ' (star (collective c)) m, smul_smul]
      congr 1
      push_cast
      linear_combination (G * ((m : ℝ) + 1) * (s + (m : ℝ))) * e

/-- Jordan-Wigner matrices for one pair of modes in the occupation basis
`|00⟩, |10⟩, |01⟩, |11⟩`. -/
def jwModes : Unit ⊕ Unit → Matrix (Fin 4) (Fin 4) ℝ
  | inl _ => !![0, 1, 0, 0; 0, 0, 0, 0; 0, 0, 0, 1; 0, 0, 0, 0]
  | inr _ => !![0, 0, 1, 0; 0, 0, 0, -1; 0, 0, 0, 0; 0, 0, 0, 0]

/-- The projector on the empty state `|00⟩`. -/
def jwVacuum : Matrix (Fin 4) (Fin 4) ℝ := !![1, 0, 0, 0; 0, 0, 0, 0; 0, 0, 0, 0; 0, 0, 0, 0]

set_option maxHeartbeats 400000 in
/-- The Jordan-Wigner matrices obey the anticommutation relations, and the vacuum projector is
annihilated by `B` and by `N` but not by `B*`. -/
theorem jordanWigner_witness :
    IsCAR jwModes ∧ collective jwModes * jwVacuum = 0 ∧ number jwModes * jwVacuum = 0 ∧
      star (collective jwModes) * jwVacuum ≠ 0 := by
  have hc : collective jwModes = jwModes (inr ()) * jwModes (inl ()) := by
    simp [collective, pair]
  have hn : number jwModes = star (jwModes (inl ())) * jwModes (inl ()) +
      star (jwModes (inr ())) * jwModes (inr ()) := by
    simp [number, Fintype.sum_sum_type]
  refine ⟨⟨?_, ?_⟩, ?_, ?_, ?_⟩
  · rintro (⟨⟩ | ⟨⟩) (⟨⟩ | ⟨⟩) <;> ext i j <;>
      simp only [Matrix.add_apply, Matrix.mul_apply, Fin.sum_univ_four] <;>
      fin_cases i <;> fin_cases j <;> simp [jwModes]
  · rintro (⟨⟩ | ⟨⟩) (⟨⟩ | ⟨⟩) <;> ext i j <;>
      simp only [Matrix.add_apply, Matrix.mul_apply, Matrix.star_apply, Fin.sum_univ_four] <;>
      fin_cases i <;> fin_cases j <;> simp [jwModes]
  · rw [hc]
    ext i j
    simp only [Matrix.mul_apply, Fin.sum_univ_four]
    fin_cases i <;> fin_cases j <;> simp [jwModes, jwVacuum]
  · rw [hn]
    ext i j
    simp only [Matrix.add_apply, Matrix.mul_apply, Matrix.star_apply, Fin.sum_univ_four]
    fin_cases i <;> fin_cases j <;> simp [jwModes, jwVacuum]
  · rw [hc]
    intro h0
    have h30 := congrFun (congrFun h0 3) 0
    simp only [Matrix.mul_apply, Matrix.star_apply, Fin.sum_univ_four] at h30
    simp [jwModes, jwVacuum] at h30

end

end SeniorityPair
```

```lean
#print axioms SeniorityPair.collective_pair_algebra
#print axioms SeniorityPair.double_comm
#print axioms SeniorityPair.collective_not_boson
#print axioms SeniorityPair.seniority_ladder
```

```
'SeniorityPair.collective_pair_algebra' depends on axioms: [propext, Classical.choice, Quot.sound]
'SeniorityPair.double_comm' depends on axioms: [propext, Classical.choice, Quot.sound]
'SeniorityPair.collective_not_boson' depends on axioms: [propext, Classical.choice, Quot.sound]
'SeniorityPair.seniority_ladder' depends on axioms: [propext, Classical.choice, Quot.sound]
```

## Notes on the proof

In `pair_comm`, the identity `key` is the normal ordering above, with `d` standing for the delta: it is applied with `1` when `k = l` and with `0` otherwise. In `number_comm_creation`, `hs` is the adjoint of `anti` and `hterm` is the splitting into two anticommutators. The step `hp` in `number_comm_collective_star` is the Leibniz rule for one pair, and `star_collective` pulls the normalisation out of the adjoint.

In `collective_pair_algebra`, `hsum` collapses the double sum to $\Omega-N$, splitting $N$ into $a$ and $b$ parts by `Fintype.sum_sum_type`, and `hr` is $\Omega^{-1/2}\Omega^{-1/2}=\Omega^{-1}$. The theorems `number_comm_collective`, `double_comm` and `boson_on_state_iff` are the one-line arguments above. `collective_not_boson` treats the empty index set separately and otherwise applies the equivalence to the state `(1 : A)` in the module `A` to obtain $N=0$.

`collective_comm_pow` runs the induction for abstract `B D N` and a scalar `w`; after `N` is moved through `D`, `module` compares coefficients. In `seniority_ladder`, `hpow` is $ND^n=D^nN+2nD^n$, `hB1` is the step down the ladder, and `linear_combination` cancels $\Omega\,\Omega^{-1}$ in the eigenvalue.

`jordanWigner_witness` checks entry by entry that the $4\times4$ matrices `jwModes` satisfy `IsCAR` for $\Omega=1$, and that `jwVacuum`, used as a state under left multiplication, is annihilated by $B$ and $N$. The entry `h30`, between $|00\rangle$ and $|11\rangle$, shows that $B^*$ does not annihilate it, so the ladder with $s=0$ has a nonzero first rung.
